# Wu–Yang inversion on a finite lattice: with a K-Lipschitz density and a functional bounded above, steps of 1/K drive the density error to zero

Let $E(v)$ be a differentiable energy of the site potentials $v\in\mathbb R^L$, with gradient $n(v)=\nabla E(v)$, the density. Suppose that $\|n(u)-n(v)\|\le K\|u-v\|$ for all $u,v$, with $K>0$, and that for a target density $\rho$ the functional $W(v)=E(v)-v\cdot\rho$ is bounded above. Then the iteration
$$v_{k+1}=v_k+\tfrac1K\,\bigl(n(v_k)-\rho\bigr)$$
never decreases $W$, and $n(v_k)-\rho\to0$ from every starting potential $v_0$. The same holds for any fixed step $\tau>0$ with $\tau K<2$.

In density functional theory this is the search for a potential that reproduces a given density, here by fixed-step gradient ascent on a finite lattice with a differentiable energy. The Wu–Yang method is usually run with the potential expanded in a basis and with more elaborate optimisers, which are not treated here.

## Potentials, densities and the update

```lean
import Mathlib

open Filter Topology Set

namespace WuYangInversion

noncomputable section
```

The first line loads the mathematical library Mathlib. The `open` line allows short names for limits and sets.

```lean
/-- A potential, or a density, on a lattice of `L` sites. -/
abbrev SiteField (L : ℕ) := EuclideanSpace ℝ (Fin L)
```

A `SiteField L` is a vector of $L$ real numbers with the Euclidean norm and dot product. Potentials and densities share this type, so they can be added once a step size has been multiplied in.

```lean
variable {L : ℕ}

/-- The density belonging to the potential `v`: the gradient of the energy `E` at `v`. -/
def density (E : SiteField L → ℝ) (v : SiteField L) : SiteField L := gradient E v
```

The density is defined as the gradient of $E$. For a non-degenerate ground state this is the Hellmann–Feynman relation $n_i=\partial E/\partial v_i$. `E` itself is an arbitrary function: no Hamiltonian, orbitals or particle number enter. Differentiability is assumed, and for a ground-state energy it can fail where levels cross.

```lean
/-- The Wu-Yang functional `E(v) - v·ρ` for the target density `ρ`. -/
def wuYang (E : SiteField L → ℝ) (ρ v : SiteField L) : ℝ := E v - inner ℝ ρ v
```

This is $W(v)=E(v)-\rho\cdot v$; `inner ℝ ρ v` is the dot product. Since $\nabla W(v)=n(v)-\rho$, the density error is the uphill direction of $W$.

```lean
/-- One update of the potential: add `τ` times the density error. -/
def update (E : SiteField L → ℝ) (ρ : SiteField L) (τ : ℝ) (v : SiteField L) : SiteField L :=
  v + τ • (density E v - ρ)
```

One update is $v\mapsto v+\tau\,(n(v)-\rho)$. The potential rises on sites that hold too much density, which for electrons pushes density away.

```lean
/-- The potential after `k` updates, starting from `v₀`. -/
def potential (E : SiteField L → ℝ) (ρ : SiteField L) (τ : ℝ) (v₀ : SiteField L) :
    ℕ → SiteField L
  | 0 => v₀
  | k + 1 => update E ρ τ (potential E ρ τ v₀ k)
```

The sequence is defined by recursion: `potential E ρ τ v₀ k` is $v_k$.

## What one update gains

```lean
/-- For a differentiable energy, along a line of potentials with direction `d`, the slope of the
Wu-Yang functional is the overlap of the density error with `d`. -/
theorem hasDerivAt_wuYang_line {E : SiteField L → ℝ} (hE : Differentiable ℝ E)
    (ρ v d : SiteField L) (t : ℝ) :
    HasDerivAt (fun s : ℝ => wuYang E ρ (v + s • d))
      (inner ℝ (density E (v + t • d) - ρ) d) t := by
  have h1 : HasDerivAt (fun s : ℝ => s • d) ((1 : ℝ) • d) t :=
    (hasDerivAt_id' t).smul_const d
  have hl : HasDerivAt (fun s : ℝ => v + s • d) d t := by
    simpa only [one_smul] using h1.const_add v
  have hg : HasGradientAt E (gradient E (v + t • d)) (v + t • d) := (hE _).hasGradientAt
  have hchain := HasFDerivAt.comp_hasDerivAt (f := fun s : ℝ => v + s • d) t
    hg.hasFDerivAt hl
  have h2 : HasDerivAt (fun s : ℝ => E (v + s • d)) (inner ℝ (density E (v + t • d)) d) t :=
    hchain
  have h3 : HasDerivAt (fun s : ℝ => inner ℝ ρ (v + s • d)) (inner ℝ ρ d) t :=
    ((hasDerivAt_const t ρ).inner ℝ hl).congr_deriv (by rw [inner_zero_left, add_zero])
  rw [inner_sub_left]
  exact h2.fun_sub h3
```

A Lean theorem lists its hypotheses in brackets after its name; the conclusion follows the colon after these brackets, and the proof follows `:=`. `HasDerivAt f a t` says that $f$ has derivative $a$ at $t$. The conclusion is therefore
$$\frac{d}{dt}W(v+td)=\bigl(n(v+td)-\rho\bigr)\cdot d .$$
By hand this is the chain rule. The line $v+td$ has velocity $d$ (`hl`), so $E$ contributes $n(v+td)\cdot d$ (`h2`) and the linear term contributes $\rho\cdot d$ (`h3`). The last line subtracts the two.

```lean
/-- For a differentiable energy with a `K`-Lipschitz density, one update with step `τ ≥ 0` changes
the Wu-Yang functional by an amount (new value minus old value) that is at least `τ (1 - Kτ/2)`
times the squared norm of the density error. -/
theorem wuYang_update_gain {E : SiteField L → ℝ} (hE : Differentiable ℝ E) {K τ : ℝ}
    (hK : ∀ u v, ‖density E u - density E v‖ ≤ K * ‖u - v‖) (hτ : 0 ≤ τ)
    (ρ v : SiteField L) :
    wuYang E ρ v + τ * (1 - K * τ / 2) * ‖density E v - ρ‖ ^ 2
      ≤ wuYang E ρ (update E ρ τ v) := by
  obtain ⟨r, hr⟩ : ∃ r, r = density E v - ρ := ⟨_, rfl⟩
  -- the functional minus its guaranteed gain, along the direction of the density error
  have hder : ∀ t : ℝ, HasDerivAt
      (fun s : ℝ => wuYang E ρ (v + s • r) - (s - K / 2 * (s * s)) * ‖r‖ ^ 2)
      (inner ℝ (density E (v + t • r) - ρ) r - (1 - K * t) * ‖r‖ ^ 2) t := by
    intro t
    have hp : HasDerivAt (fun s : ℝ => (s - K / 2 * (s * s)) * ‖r‖ ^ 2)
        ((1 - K * t) * ‖r‖ ^ 2) t :=
      (((hasDerivAt_id' t).fun_sub (((hasDerivAt_id' t).fun_mul
        (hasDerivAt_id' t)).const_mul (K / 2))).mul_const (‖r‖ ^ 2)).congr_deriv (by ring)
    exact (hasDerivAt_wuYang_line hE ρ v r t).fun_sub hp
  have hmono : MonotoneOn
      (fun s : ℝ => wuYang E ρ (v + s • r) - (s - K / 2 * (s * s)) * ‖r‖ ^ 2) (Icc 0 τ) := by
    refine monotoneOn_of_deriv_nonneg (convex_Icc 0 τ)
      (fun t _ => (hder t).continuousAt.continuousWithinAt)
      (fun t _ => (hder t).differentiableAt.differentiableWithinAt) ?_
    intro t ht
    rw [interior_Icc] at ht
    rw [(hder t).deriv]
    -- the density error at `v + t • r` differs from `r` by at most `K * t * ‖r‖` in norm
    have hs : density E (v + t • r) - ρ = (density E (v + t • r) - density E v) + r := by
      rw [hr]; abel
    have hlip := hK (v + t • r) v
    rw [add_sub_cancel_left, norm_smul, Real.norm_of_nonneg ht.1.le] at hlip
    have hcs := (abs_le.mp
      (abs_real_inner_le_norm (density E (v + t • r) - density E v) r)).1
    have hm := mul_le_mul_of_nonneg_right hlip (norm_nonneg r)
    rw [hs, inner_add_left, real_inner_self_eq_norm_sq]
    nlinarith
  have h0 : wuYang E ρ (v + (0 : ℝ) • r) - (0 - K / 2 * (0 * 0)) * ‖r‖ ^ 2
      ≤ wuYang E ρ (v + τ • r) - (τ - K / 2 * (τ * τ)) * ‖r‖ ^ 2 :=
    hmono (left_mem_Icc.mpr hτ) (right_mem_Icc.mpr hτ) hτ
  rw [zero_smul, add_zero] at h0
  unfold update
  rw [← hr]
  nlinarith
```

The hypothesis `hK` is the Lipschitz bound. Physically, $K$ bounds the static density response: a change of potential of norm $\delta$ changes the density by at most $K\delta$ in norm. It is assumed here, not computed from a spectrum. For ground states a single $K$ valid for all potentials need not exist, because the response can grow without limit as the gap to the excited states tends to zero.

Write $r=n(v)-\rho$. The claim is
$$W(v+\tau r)\ \ge\ W(v)+\tau\Bigl(1-\frac{K\tau}{2}\Bigr)\|r\|^2 .$$
For $0<t<\tau$, split the error at the displaced potential:
$$n(v+tr)-\rho=\bigl(n(v+tr)-n(v)\bigr)+r .$$
The bracket has norm at most $Kt\|r\|$, so by Cauchy–Schwarz its dot product with $r$ is at least $-Kt\|r\|^2$. Hence
$$\frac{d}{dt}W(v+tr)\ge(1-Kt)\|r\|^2 ,$$
and integrating from $0$ to $\tau$ gives the claim.

Lean avoids the integral. It considers
$$\varphi(s)=W(v+sr)-\Bigl(s-\frac K2s^2\Bigr)\|r\|^2,$$
computes its derivative (`hder`), shows that this is nonnegative and concludes that $\varphi$ is monotone on $[0,\tau]$ (`hmono`). In that argument `hs` is the splitting, `hlip` the Lipschitz bound and `hcs` Cauchy–Schwarz. Comparing $\varphi(0)$ with $\varphi(\tau)$ gives `h0`, and `nlinarith` finishes the algebra.

## The density error vanishes

```lean
/-- For a differentiable energy with a `K`-Lipschitz density and a Wu-Yang functional bounded above,
and for any fixed step `τ > 0` with `τ K < 2`, the functional never decreases along the iteration,
and the density error tends to zero. -/
theorem inversion_converges {E : SiteField L → ℝ} (hE : Differentiable ℝ E) {K τ : ℝ}
    (hK : ∀ u v, ‖density E u - density E v‖ ≤ K * ‖u - v‖) (hτ : 0 < τ) (hτK : τ * K < 2)
    {ρ : SiteField L} (hb : BddAbove (range (wuYang E ρ))) (v₀ : SiteField L) :
    Monotone (fun k => wuYang E ρ (potential E ρ τ v₀ k)) ∧
      Tendsto (fun k => density E (potential E ρ τ v₀ k) - ρ) atTop (𝓝 0) := by
  have hc : 0 < τ * (1 - K * τ / 2) := mul_pos hτ (by linarith)
  have hgain : ∀ k, wuYang E ρ (potential E ρ τ v₀ k) + τ * (1 - K * τ / 2) *
      ‖density E (potential E ρ τ v₀ k) - ρ‖ ^ 2 ≤ wuYang E ρ (potential E ρ τ v₀ (k + 1)) :=
    fun k => wuYang_update_gain hE hK hτ.le ρ _
  have hmono : Monotone (fun k => wuYang E ρ (potential E ρ τ v₀ k)) := by
    refine monotone_nat_of_le_succ fun k => ?_
    have h := mul_nonneg hc.le (sq_nonneg ‖density E (potential E ρ τ v₀ k) - ρ‖)
    linarith [hgain k]
  refine ⟨hmono, ?_⟩
  have hbk : BddAbove (range (fun k => wuYang E ρ (potential E ρ τ v₀ k))) := by
    refine hb.mono ?_
    rintro _ ⟨k, rfl⟩
    exact ⟨_, rfl⟩
  -- a bounded monotone sequence converges, so its increments vanish
  have hlim := tendsto_atTop_ciSup hmono hbk
  have hinc := ((hlim.comp (tendsto_add_atTop_nat 1)).sub hlim).div_const
    (τ * (1 - K * τ / 2))
  rw [sub_self, zero_div] at hinc
  have hsq : Tendsto (fun k => ‖density E (potential E ρ τ v₀ k) - ρ‖ ^ 2) atTop (𝓝 0) := by
    refine squeeze_zero (fun k => sq_nonneg _) (fun k => ?_) hinc
    change _ ≤ (wuYang E ρ (potential E ρ τ v₀ (k + 1)) -
      wuYang E ρ (potential E ρ τ v₀ k)) / _
    rw [le_div_iff₀ hc]
    linarith [hgain k]
  rw [tendsto_zero_iff_norm_tendsto_zero]
  have hroot := (Real.continuous_sqrt.tendsto 0).comp hsq
  rw [Real.sqrt_zero] at hroot
  exact hroot.congr fun k => Real.sqrt_sq (norm_nonneg _)
```

`BddAbove (range (wuYang E ρ))` says that $W$ is bounded above over all potentials. The conclusion has two parts, joined by `∧`: the values $W(v_k)$ never decrease, and $n(v_k)-\rho$ tends to the zero vector as $k\to\infty$.

Set $r_k=n(v_k)-\rho$ and $c=\tau(1-K\tau/2)$, which is positive because $\tau K<2$. The previous theorem gives
$$c\,\|r_k\|^2\le W(v_{k+1})-W(v_k).$$
The right side is therefore nonnegative, which is the first part. A monotone sequence that is bounded above converges, so its increments tend to zero. Dividing by $c$ squeezes $\|r_k\|^2$ to zero, and a square root gives $\|r_k\|\to0$.

In the proof, `hgain` is the displayed inequality, `hlim` the convergence of $W(v_k)$, `hinc` the vanishing of the increments divided by $c$, and `hsq` the squeeze. The theorem gives no rate, and it does not say that the potentials $v_k$ themselves converge.

Without the upper bound on $W$ the conclusion can fail. Take one single-orbital site holding $N$ non-interacting electrons ($N=1$ or $2$), with $E(v)=Nv$, and a target $\rho\ne N$. The density is always $N$, so the Lipschitz bound holds for every $K>0$, but the error stays at $N-\rho$. Here $W(v)=(N-\rho)v$ is unbounded: the target has the wrong particle number.

```lean
/-- For a differentiable energy with a `K`-Lipschitz density, `K > 0`, and a Wu-Yang functional
bounded above, the step `1/K` never decreases the functional, and the density error tends to zero.
-/
theorem inversion_converges_inv_step {E : SiteField L → ℝ} (hE : Differentiable ℝ E) {K : ℝ}
    (hK0 : 0 < K) (hK : ∀ u v, ‖density E u - density E v‖ ≤ K * ‖u - v‖)
    {ρ : SiteField L} (hb : BddAbove (range (wuYang E ρ))) (v₀ : SiteField L) :
    Monotone (fun k => wuYang E ρ (potential E ρ (1 / K) v₀ k)) ∧
      Tendsto (fun k => density E (potential E ρ (1 / K) v₀ k) - ρ) atTop (𝓝 0) :=
  inversion_converges hE hK (one_div_pos.mpr hK0)
    (by rw [one_div_mul_cancel hK0.ne']; norm_num) hb v₀
```

This is the case $\tau=1/K$, for which $\tau K=1<2$. Each update then raises $W$ by at least $\|r_k\|^2/(2K)$.

## Targets that are the density of some potential

```lean
/-- For a differentiable concave energy, a potential whose density is the target maximises the
Wu-Yang functional. -/
theorem wuYang_le_of_density_eq {E : SiteField L → ℝ} (hE : Differentiable ℝ E)
    (hc : ConcaveOn ℝ univ E) {ρ v : SiteField L} (hv : density E v = ρ) (u : SiteField L) :
    wuYang E ρ u ≤ wuYang E ρ v := by
  have hd := hasDerivAt_wuYang_line hE ρ v (u - v) 0
  rw [zero_smul, add_zero, hv, sub_self, inner_zero_left] at hd
  -- for `0 < t < 1`, concavity bounds the forward difference quotient from below
  have key : wuYang E ρ u - wuYang E ρ v ≤ 0 := by
    refine ge_of_tendsto hd.tendsto_slope_zero_right ?_
    filter_upwards [Ioo_mem_nhdsGT (zero_lt_one' ℝ)] with t ht
    simp only [zero_add, zero_smul, add_zero, smul_eq_mul]
    rw [inv_mul_eq_div, le_div_iff₀ ht.1]
    have h := hc.2 (mem_univ v) (mem_univ u) (sub_nonneg.mpr ht.2.le) ht.1.le
      (sub_add_cancel 1 t)
    have hp : (1 - t) • v + t • u = v + t • (u - v) := by module
    rw [hp, smul_eq_mul, smul_eq_mul] at h
    unfold wuYang
    rw [inner_add_right, real_inner_smul_right, inner_sub_right]
    linarith
  linarith
```

`ConcaveOn ℝ univ E` says that $E$ is concave on the whole space. Ground-state energies have this property, being minima over states of expressions that are affine in $v$. The theorem says that if $n(v)=\rho$, then $W(u)\le W(v)$ for every $u$.

By hand, $W$ is concave because it differs from $E$ by a linear term. For $0<t<1$,
$$\frac{W(v+t(u-v))-W(v)}{t}\ \ge\ W(u)-W(v).$$
As $t\to0^+$ the left side tends to $(n(v)-\rho)\cdot(u-v)=0$, so $W(u)-W(v)\le0$. In Lean, `hd` is this zero slope, `ge_of_tendsto` passes the inequality to the limit, and `h` is concavity at the intermediate point.

```lean
/-- For a differentiable concave energy with a `K`-Lipschitz density, a fixed step `τ > 0` with `τ K
< 2`, and a target that is the density of some potential `v`, the iterated densities converge to the
target from every starting potential. -/
theorem inversion_of_representable {E : SiteField L → ℝ} (hE : Differentiable ℝ E)
    (hc : ConcaveOn ℝ univ E) {K τ : ℝ}
    (hK : ∀ u v, ‖density E u - density E v‖ ≤ K * ‖u - v‖) (hτ : 0 < τ) (hτK : τ * K < 2)
    {ρ v : SiteField L} (hv : density E v = ρ) (v₀ : SiteField L) :
    Tendsto (fun k => density E (potential E ρ τ v₀ k)) atTop (𝓝 ρ) := by
  have hb : BddAbove (range (wuYang E ρ)) := by
    refine ⟨wuYang E ρ v, ?_⟩
    rintro _ ⟨u, rfl⟩
    exact wuYang_le_of_density_eq hE hc hv u
  exact tendsto_sub_nhds_zero_iff.mp (inversion_converges hE hK hτ hτK hb v₀).2
```

A target that is the density of some potential is called $v$-representable. For a concave $E$, such a potential maximises $W$, so $W(v)$ is the upper bound that the convergence theorem needs (`hb`). The iterated densities then converge to $\rho$ from every $v_0$. Concavity and representability together replace boundedness as the hypothesis; the differentiability of $E$, the Lipschitz bound and the step condition remain.

## At the step 2/K the error can persist

```lean
/-- The quadratic model energy `-(K/2)‖v‖²`. -/
def quadraticEnergy (K : ℝ) (v : SiteField L) : ℝ := -(K / 2) * ‖v‖ ^ 2
```

The test case is $E(v)=-\frac K2\|v\|^2$, a concave quadratic chosen for its simple response and not derived from an electronic Hamiltonian.

```lean
/-- The quadratic model energy has the gradient `-K v`. -/
theorem quadraticEnergy_hasGradientAt (K : ℝ) (v : SiteField L) :
    HasGradientAt (quadraticEnergy K) (-(K • v)) v := by
  rw [hasGradientAt_iff_hasFDerivAt]
  have h := ((hasStrictFDerivAt_norm_sq v).hasFDerivAt).const_mul (-(K / 2))
  refine h.congr_fderiv (ContinuousLinearMap.ext fun d => ?_)
  have e : inner ℝ (-(K • v)) d = -(K * inner ℝ v d) := by
    rw [inner_neg_left, real_inner_smul_left]
  change -(K / 2) * ((2 : ℕ) • inner ℝ v d) = inner ℝ (-(K • v)) d
  rw [e, nsmul_eq_mul]
  push_cast
  ring
```

Its gradient is $n(v)=-Kv$. The proof takes Mathlib's derivative of $\|v\|^2$, which is $2v\cdot d$ in direction $d$, and multiplies it by $-K/2$.

```lean
/-- The quadratic model with target zero is differentiable, has a `K`-Lipschitz density and a
Wu-Yang functional bounded above, yet at the step `2/K` its density error keeps the norm
`K‖v₀‖` forever. -/
theorem step_bound_sharp {K : ℝ} (hK : 0 < K) (v₀ : SiteField L) :
    Differentiable ℝ (quadraticEnergy (L := L) K) ∧
    (∀ u v : SiteField L, ‖density (quadraticEnergy K) u - density (quadraticEnergy K) v‖
      ≤ K * ‖u - v‖) ∧
    BddAbove (range (wuYang (quadraticEnergy (L := L) K) 0)) ∧
    ∀ k, ‖density (quadraticEnergy K) (potential (quadraticEnergy K) 0 (2 / K) v₀ k) - 0‖
      = K * ‖v₀‖ := by
  have hd : ∀ v : SiteField L, density (quadraticEnergy K) v = -(K • v) :=
    fun v => (quadraticEnergy_hasGradientAt K v).gradient
  refine ⟨fun v => (quadraticEnergy_hasGradientAt K v).hasFDerivAt.differentiableAt,
    fun u v => ?_, ⟨0, ?_⟩, fun k => ?_⟩
  · have e : -(K • u) - -(K • v) = -(K • (u - v)) := by module
    rw [hd, hd, e, norm_neg, norm_smul, Real.norm_of_nonneg hK.le]
  · rintro _ ⟨v, rfl⟩
    unfold wuYang quadraticEnergy
    rw [inner_zero_left]
    nlinarith [mul_nonneg hK.le (sq_nonneg ‖v‖)]
  · -- each update only flips the sign of the potential
    have hflip : ∀ x : SiteField L, update (quadraticEnergy K) 0 (2 / K) x = -x := by
      intro x
      unfold update
      rw [hd, sub_zero, smul_neg, smul_smul, div_mul_cancel₀ _ hK.ne']
      module
    have hn : ‖potential (quadraticEnergy K) 0 (2 / K) v₀ k‖ = ‖v₀‖ := by
      induction k with
      | zero => rfl
      | succ k ih =>
        change ‖update (quadraticEnergy K) 0 (2 / K) _‖ = _
        rw [hflip, norm_neg, ih]
    rw [hd, sub_zero, norm_neg, norm_smul, Real.norm_of_nonneg hK.le, hn]

end

end WuYangInversion
```

With target $\rho=0$, the first three statements are the hypotheses on $E$ and $W$. The energy is differentiable; the density satisfies $\|n(u)-n(v)\|=K\|u-v\|$; and $W(v)=-\frac K2\|v\|^2\le0$. The fourth concerns the step $\tau=2/K$, for which $\tau K=2$. There
$$v_{k+1}=v_k-\frac2K\,Kv_k=-v_k ,$$
so the potential flips sign at each update (`hflip`), its norm is conserved (`hn`, by induction on $k$), and the error has norm $K\|v_0\|$ at every $k$. For $v_0\neq0$ it does not tend to zero, so the strict inequality $\tau K<2$ cannot be relaxed to $\tau K\le2$.

```lean
#print axioms WuYangInversion.inversion_converges_inv_step
-- 'WuYangInversion.inversion_converges_inv_step' depends on axioms: [propext, Classical.choice, Quot.sound]
#print axioms WuYangInversion.inversion_of_representable
-- 'WuYangInversion.inversion_of_representable' depends on axioms: [propext, Classical.choice, Quot.sound]
#print axioms WuYangInversion.step_bound_sharp
-- 'WuYangInversion.step_bound_sharp' depends on axioms: [propext, Classical.choice, Quot.sound]
```
